# On a lattice ℤ^d of orthonormal orbitals, one per site, a finitely supported state with orthonormal translates occupies a single site

I take "compact" to mean exactly zero outside a finite set of sites, on a chain that is infinite and does not close into a ring. An exponentially decaying tail does not count as compact. With one normalised orbital per site, and orbitals on different sites orthogonal, a candidate Wannier function is then a function $f:\mathbb Z\to\mathbb C$ with finite support, and its copies in the other cells are its integer translates. I believe that if these translates are orthonormal, $f$ must be one site orbital times a phase, so that no choice of gauge gives a compact Wannier function spread over two or more sites. Can this be stated rigorously and checked by machine, preferably in higher dimensions too?

## The largest displacement in the support decides it

Yes, and the same argument covers $\mathbb Z^d$ for every $d$. Write

$$\langle f,g\rangle=\sum_x \overline{f(x)}\,g(x),\qquad (T_Rf)(x)=f(x-R).$$

The hypothesis is that $\langle T_Rf,T_Rf\rangle=1$ for all lattice vectors $R$, and $\langle T_Rf,T_Sf\rangle=0$ whenever $R\neq S$.

Start with the chain. Normalisation excludes $f=0$, so the support has a rightmost site $a$ and a leftmost site $b$. Suppose that $x$ and $y$ are also in the support and $x-y=a-b$. Then $a-x=b-y$. The left side is at least zero because $a$ is rightmost, and the right side is at most zero because $b$ is leftmost. Both vanish, so $x=a$ and $y=b$: the displacement $a-b$ occurs for only one pair of occupied sites.

Now take the overlap of the translates by $b$ and by $a$:

$$\langle T_bf,T_af\rangle=\sum_x\overline{f(x-b)}\,f(x-a).$$

A term contributes only if $x-b$ and $x-a$ are both occupied. Their difference is $(x-b)-(x-a)=a-b$, so uniqueness gives $x-b=a$, that is, $x=a+b$. One term survives:

$$\langle T_bf,T_af\rangle=\overline{f(a)}\,f(b)\neq0 .$$

If $a\neq b$, this contradicts orthogonality. Hence $a=b$, the support is $\{a\}$, and normalisation gives $|f(a)|^2=1$.

On $\mathbb Z^d$, order the sites lexicographically and let $a$ and $b$ be the last and first occupied sites. This order is preserved by addition, so the same inequalities apply.

Conversely, let $f$ have amplitude $c$ at $a$ and zero elsewhere, with $|c|=1$. Then $T_Rf$ has amplitude $c$ at $a+R$ and zero elsewhere. Each translate has norm one, and different translates occupy different sites.

This also fixes the relation between any two solutions. If $f$ has amplitude $u$ at $a$ and $g$ has amplitude $v$ at $b$, both of modulus one, then $g=(v/u)\,T_{b-a}f$. They differ by a translation and a phase.

## A three-site state, and a ring where the conclusion fails

Put the amplitudes $(1,1,-1)/\sqrt3$ on sites $0,1,2$ of the infinite chain. The state is normalised, and its overlap with its nearest translate is $(1\cdot1+1\cdot(-1))/3=0$. Moving it by two sites leaves only the end amplitudes in contact, and the overlap is $-1/3$. Cancellation can remove the inner overlap, but the outermost one has a single term and nothing to cancel against.

On a periodic ring of four sites that protection disappears. Take $(1,1,1,-1)/2$ on sites $0,1,2,3$. The overlap with the translate by one site is

$$\tfrac14\,(-1+1+1-1)=0,$$

and with the translate by two sites it is $\tfrac14(1-1+1-1)=0$. The translate by three sites gives the same value as the translate by one. All four translates are orthonormal, although each site carries probability $1/4$. Every displacement now occurs for four pairs of sites, so no overlap is reduced to one term.

## How the Lean statement describes the lattice

The lattice is an additive abelian group `G`, and a compact state has type `G →₀ ℂ`, the type of finitely supported functions. Compactness is thus part of the type.

- `braket f g` is the Hermitian product above, conjugate-linear in its first argument. It sums over the support of `f`, which loses nothing because all other terms vanish. The site orbitals are thereby taken to be orthonormal; a non-orthogonal atomic basis with an overlap matrix is not covered.
- `translate R f` is $T_Rf$, and `translate_apply` confirms the sign convention $f(x-R)$.
- `OrthonormalTranslates f` contains the normalisation and orthogonality conditions, for all lattice vectors.

The main theorem, `orthonormalTranslates_iff`, is an equivalence: the translates are orthonormal exactly when `f = Finsupp.single a c` for some site `a` and some `c` with `‖c‖ = 1`. It assumes `UniqueSums G`, which says that for any two nonempty finite subsets $A,B$ of the group, some sum of an element of $A$ and an element of $B$ is attained by only one pair. Physically, it stands for a lattice on which translations never wrap around. Mathlib supplies this property for $\mathbb Z$ and $\mathbb Z^d$; the four-site ring lacks it.

`chain_compact_wannier` is the statement you asked for: on `ℤ` there is a site `a` with `‖f a‖ = 1`, and `f` vanishes at every other site. `compact_wannier_unique` gives the translation and phase relating two solutions on `Fin d → ℤ`, which is $\mathbb Z^d$. `ring_spread_wannier` records the four-site example, with modulus $1/2$ at each site.

No Hamiltonian, band or Bloch function appears. The theorems concern the amplitudes alone, so they apply to the single band of any translation-invariant, non-interacting model with one orbital per cell, provided the orbitals on different sites are orthonormal. In such a model, a Bloch gauge that produces a Wannier function spread over several sites must give it infinitely many nonzero amplitudes, though these may decay quickly.

The restriction to one orbital matters. With two orbitals per cell, the equal superposition of both orbitals in one cell is compact, has orthonormal lattice translates and is not a single orbital. Compact states of multi-orbital flat bands are therefore not ruled out.

```lean
import Mathlib

open ComplexConjugate

namespace CompactWannierOneOrbital

noncomputable section

variable {G : Type*} [AddCommGroup G]

/-- The Hermitian product of two compact states on a lattice with one orbital per site. -/
def braket (f g : G →₀ ℂ) : ℂ := ∑ x ∈ f.support, conj (f x) * g x

/-- The state `f` moved by the lattice vector `R`. -/
def translate (R : G) (f : G →₀ ℂ) : G →₀ ℂ :=
  Finsupp.equivMapDomain (Equiv.addRight R) f

/-- All translates of `f` are normalised, and translates by different lattice vectors are
orthogonal. -/
def OrthonormalTranslates (f : G →₀ ℂ) : Prop :=
  (∀ R, braket (translate R f) (translate R f) = 1) ∧
    ∀ R S, R ≠ S → braket (translate R f) (translate S f) = 0

/-- The amplitude of the moved state at `x` is the original amplitude at `x - R`. -/
theorem translate_apply (R : G) (f : G →₀ ℂ) (x : G) : translate R f x = f (x - R) := by
  rw [sub_eq_add_neg]
  rfl

/-- If the displacement `a - b` occurs only once in the support of `f`, the overlap of the
translates by `b` and `a` is a single product of amplitudes. -/
theorem overlap_of_unique_displacement (f : G →₀ ℂ) (a b : G)
    (hu : ∀ x y, f x ≠ 0 → f y ≠ 0 → x - y = a - b → x = a ∧ y = b) :
    braket (translate b f) (translate a f) = conj (f a) * f b := by
  unfold braket
  rw [Finset.sum_eq_single (a + b)]
  · rw [translate_apply, translate_apply, add_sub_cancel_right, add_sub_cancel_left]
  · intro x _ hx
    rw [translate_apply, translate_apply]
    by_contra hne
    have h1 : f (x - b) ≠ 0 := fun h => hne (by rw [h, map_zero, zero_mul])
    have h2 : f (x - a) ≠ 0 := fun h => hne (by rw [h, mul_zero])
    exact hx (sub_eq_iff_eq_add.mp (hu _ _ h1 h2 (by abel)).1)
  · intro h
    rw [Finsupp.notMem_support_iff.mp h, map_zero, zero_mul]

/-- A state on a single site with an amplitude of modulus one has orthonormal translates. -/
theorem orthonormalTranslates_single (a : G) (c : ℂ) (hc : ‖c‖ = 1) :
    OrthonormalTranslates (Finsupp.single a c) := by
  classical
  have hc0 : c ≠ 0 := by
    rintro rfl
    simp at hc
  have ht : ∀ R : G, translate R (Finsupp.single a c) = Finsupp.single (a + R) c :=
    fun R => Finsupp.equivMapDomain_single _ _ _
  have hb : ∀ (x : G) (g : G →₀ ℂ), braket (Finsupp.single x c) g = conj c * g x := by
    intro x g
    unfold braket
    rw [Finsupp.support_single x hc0, Finset.sum_singleton, Finsupp.single_eq_same]
  constructor
  · intro R
    rw [ht, hb, Finsupp.single_eq_same, mul_comm, Complex.mul_conj,
      Complex.normSq_eq_norm_sq, hc]
    norm_num
  · intro R S hRS
    rw [ht, ht, hb, Finsupp.single_apply, if_neg (fun h => hRS (add_left_cancel h).symm),
      mul_zero]

/-- On a lattice where any two nonempty finite sets have a sum attained only once, a compact
state has orthonormal translates exactly when it is one site times a phase. -/
theorem orthonormalTranslates_iff [UniqueSums G] (f : G →₀ ℂ) :
    OrthonormalTranslates f ↔ ∃ a c, ‖c‖ = 1 ∧ f = Finsupp.single a c := by
  classical
  constructor
  · intro h
    have hne : f.support.Nonempty := by
      rw [Finsupp.support_nonempty_iff]
      rintro rfl
      have h0 := h.1 0
      simp [braket, translate_apply] at h0
    -- two sites whose displacement is attained by no other pair
    obtain ⟨a, ha, b', hb', hu⟩ := UniqueSums.uniqueAdd_of_nonempty hne
      (hne.image (fun x : G => -x))
    obtain ⟨b, hb, rfl⟩ := Finset.mem_image.mp hb'
    have hu' : ∀ x y, f x ≠ 0 → f y ≠ 0 → x - y = a - b → x = a ∧ y = b := by
      intro x y hx hy hxy
      have hs : x + -y = a + -b := by
        rw [← sub_eq_add_neg, ← sub_eq_add_neg]
        exact hxy
      have h3 := hu (Finsupp.mem_support_iff.mpr hx)
        (Finset.mem_image_of_mem (fun x : G => -x) (Finsupp.mem_support_iff.mpr hy)) hs
      exact ⟨h3.1, neg_injective h3.2⟩
    have hov := overlap_of_unique_displacement f a b hu'
    have hfa : f a ≠ 0 := Finsupp.mem_support_iff.mp ha
    have hfb : f b ≠ 0 := Finsupp.mem_support_iff.mp hb
    -- orthogonality forces the two sites to coincide
    have hab : a = b := by
      by_contra hab
      rw [h.2 b a (Ne.symm hab)] at hov
      exact mul_ne_zero ((map_ne_zero (starRingEnd ℂ)).mpr hfa) hfb hov.symm
    subst hab
    refine ⟨a, f a, ?_, ?_⟩
    · rw [h.1 a] at hov
      have hn := congrArg norm hov
      rw [norm_mul, RCLike.norm_conj, norm_one] at hn
      nlinarith [norm_nonneg (f a)]
    · ext x
      rw [Finsupp.single_apply]
      split_ifs with hx
      · rw [hx]
      · by_contra hfx
        exact hx (hu' x x hfx hfx (by rw [sub_self, sub_self])).1.symm
  · rintro ⟨a, c, hc, rfl⟩
    exact orthonormalTranslates_single a c hc

/-- On the one-orbital chain, a compact state with orthonormal translates lives on one site,
with amplitude of modulus one. -/
theorem chain_compact_wannier (f : ℤ →₀ ℂ) (h : OrthonormalTranslates f) :
    ∃ a, ‖f a‖ = 1 ∧ ∀ x, x ≠ a → f x = 0 := by
  obtain ⟨a, c, hc, rfl⟩ := (orthonormalTranslates_iff f).mp h
  refine ⟨a, by rw [Finsupp.single_eq_same, hc], fun x hx => ?_⟩
  rw [Finsupp.single_apply, if_neg (Ne.symm hx)]

/-- On the `d`-dimensional one-orbital lattice, any two compact states with orthonormal
translates differ by a lattice translation and a phase. -/
theorem compact_wannier_unique {d : ℕ} (f g : (Fin d → ℤ) →₀ ℂ)
    (hf : OrthonormalTranslates f) (hg : OrthonormalTranslates g) :
    ∃ (R : Fin d → ℤ) (c : ℂ), ‖c‖ = 1 ∧ g = c • translate R f := by
  obtain ⟨a, u, hu, rfl⟩ := (orthonormalTranslates_iff f).mp hf
  obtain ⟨b, v, hv, rfl⟩ := (orthonormalTranslates_iff g).mp hg
  have hu0 : u ≠ 0 := by
    rintro rfl
    simp at hu
  have ht : translate (b - a) (Finsupp.single a u) = Finsupp.single (a + (b - a)) u :=
    Finsupp.equivMapDomain_single _ _ _
  refine ⟨b - a, v / u, by rw [norm_div, hu, hv, div_one], ?_⟩
  rw [ht, Finsupp.smul_single, smul_eq_mul, div_mul_cancel₀ v hu0, add_sub_cancel]

/-- The sign pattern `+ + + -` on a ring of four sites. -/
def ringSign (x : ZMod 4) : ℤ := if x = 3 then -1 else 1

/-- The state with amplitudes `(1, 1, 1, -1) / 2` on a ring of four sites. -/
def ringState : ZMod 4 →₀ ℂ :=
  Finsupp.equivFunOnFinite.symm (fun x => (ringSign x : ℂ) / 2)

/-- On a periodic ring of four sites, the state `(1, 1, 1, -1) / 2` has orthonormal translates
and amplitude of modulus one half on every site. -/
theorem ring_spread_wannier :
    OrthonormalTranslates ringState ∧ ∀ x, ‖ringState x‖ = 1 / 2 := by
  have happ : ∀ x, ringState x = (ringSign x : ℂ) / 2 := fun _ => rfl
  -- the overlaps reduce to correlations of the integer signs
  have key : ∀ R S, braket (translate R ringState) (translate S ringState) =
      ((∑ x, ringSign (x - R) * ringSign (x - S) : ℤ) : ℂ) / 4 := by
    intro R S
    unfold braket
    rw [Finset.sum_subset (Finset.subset_univ _) (fun x _ hx => by
      rw [Finsupp.notMem_support_iff.mp hx, map_zero, zero_mul])]
    rw [Int.cast_sum, Finset.sum_div]
    refine Finset.sum_congr rfl fun x _ => ?_
    rw [translate_apply, translate_apply, happ, happ, Int.cast_mul]
    simp only [map_div₀, map_intCast, map_ofNat]
    ring
  have hcorr : ∀ R S : ZMod 4, ∑ x, ringSign (x - R) * ringSign (x - S) =
      if R = S then 4 else 0 := by decide
  refine ⟨⟨fun R => ?_, fun R S hRS => ?_⟩, fun x => ?_⟩
  · rw [key, hcorr, if_pos rfl]
    norm_num
  · rw [key, hcorr, if_neg hRS]
    norm_num
  · have hs : ringSign x = -1 ∨ ringSign x = 1 := by
      unfold ringSign
      split_ifs <;> simp
    rw [happ]
    rcases hs with h | h <;> rw [h] <;> simp

end

end CompactWannierOneOrbital
```

```lean
#print axioms CompactWannierOneOrbital.orthonormalTranslates_single
#print axioms CompactWannierOneOrbital.chain_compact_wannier
#print axioms CompactWannierOneOrbital.compact_wannier_unique
#print axioms CompactWannierOneOrbital.ring_spread_wannier
```

```
'CompactWannierOneOrbital.orthonormalTranslates_single' depends on axioms: [propext, Classical.choice, Quot.sound]
'CompactWannierOneOrbital.chain_compact_wannier' depends on axioms: [propext, Classical.choice, Quot.sound]
'CompactWannierOneOrbital.compact_wannier_unique' depends on axioms: [propext, Classical.choice, Quot.sound]
'CompactWannierOneOrbital.ring_spread_wannier' depends on axioms: [propext, Classical.choice, Quot.sound]
```

## From a unique displacement to a single site

`overlap_of_unique_displacement` is the central computation. Its hypothesis `hu` says that $a-b$ is attained by no other pair of occupied sites. The step `Finset.sum_eq_single (a + b)` reduces the overlap to the term at $x=a+b$ and leaves three things to show. The first is that this term equals $\overline{f(a)}f(b)$. The second is that every other term vanishes: if one did not, both of its amplitudes would be nonzero, and `hu` would force $x=a+b$. The third covers the case in which $a+b$ lies outside the support being summed over, where the term is zero anyway.

`orthonormalTranslates_single` is the converse direction. It first computes the translate of a single-site state and the product of such a state with an arbitrary one; normalisation and orthogonality then follow as in the derivation above.

In `orthonormalTranslates_iff`, normalisation first shows that the support is nonempty. The proof then applies `UniqueSums` to the support and to its image under $x\mapsto -x$. A uniquely attained sum $a+(-b)$ is a uniquely attained displacement $a-b$, which `hu'` states in the form the overlap lemma needs. This replaces the choice of first and last sites, so the proof uses no ordering.

The lemma gives the overlap `hov`. If $a\neq b$, orthogonality makes it zero while both amplitudes are nonzero, a contradiction. Once $a=b$, one more step is needed, because the two sites were not chosen as extremes. Every occupied site $x$ gives the pair $(x,x)$ with displacement zero, and zero is now the displacement attained only once, so $x=a$. The modulus comes from taking norms in $\overline{f(a)}f(a)=1$, with `nlinarith` selecting the nonnegative root.

The chain theorem reads off the single-site form. The uniqueness theorem applies the equivalence to both states and exhibits the translation $b-a$ and the phase $v/u$.

For the ring, `key` rewrites each overlap as an integer correlation of the signs `ringSign`, divided by four. The correlation is $4$ for equal shifts and $0$ for different ones, which `decide` verifies over all pairs of shifts. The complex overlaps then follow on dividing by four.

## Two compact states cannot avoid each other

The same argument applies to two different states. Let $f$ and $g$ be nonzero and finitely supported on $\mathbb Z^d$, let $a$ be the lexicographically last occupied site of $f$, and let $b$ be the first occupied site of $g$. Among pairs with one site from each support, the displacement $a-b$ occurs only once, so

$$\langle T_bf,T_ag\rangle=\overline{f(a)}\,g(b)\neq0 .$$

Two nonzero compact states on a one-orbital lattice therefore always have some pair of translates that overlap. This fits the count of one band per orbital: there is no room for a second family of compact states orthogonal to the first. This two-state version is an argument by hand and is not among the theorems in the file.

For simulation practice, the four-site example carries a modest warning about finite periodic cells in one-orbital, non-interacting models: orthonormality of the copies obtained by moving a state from site to site around the cell does not by itself force the state onto one site, as it does for finitely supported states on the infinite lattice.
